# The ground-state energy per site of non-interacting fermions on an open chain tends to the lattice Thomas-Fermi value

The lattice Thomas-Fermi energy per site at filling $f$ is defined here as a phase-space integral, the band energy $-2\cos k$ integrated over $|k|\le\pi f$ with weight $1/(2\pi)$, and not as the limit of exact energies. The convergence of the exact ground-state energy per site to this integral, for $N$ spinless fermions on $L$ sites with hopping $-1$ as $L\to\infty$ and $N/L\to f$, is therefore a theorem about two independently defined quantities.

```lean
import Mathlib

open Filter Topology Matrix
open scoped Real
open Polynomial (X C)

namespace OpenChainThomasFermi

noncomputable section

/-- The Hamiltonian of an open chain of `L` sites with hopping `-1` between neighbours. -/
def hamiltonian (L : ℕ) : Matrix (Fin L) (Fin L) ℝ := fun i j =>
  (if (j : ℕ) = (i : ℕ) + 1 then -1 else 0) + (if (i : ℕ) = (j : ℕ) + 1 then -1 else 0)

/-- The energy `-2 cos (π j / (L + 1))`. -/
def level (L j : ℕ) : ℝ := -2 * Real.cos (π * j / (L + 1))

/-- The sum of the energies `level L j` over `j = 1, ..., N`. -/
def fermiSeaEnergy (L N : ℕ) : ℝ := ∑ j ∈ Finset.range N, level L (j + 1)

/-- The lattice Thomas-Fermi energy per site at filling `f`: the band energy `-2 cos k`
integrated over `|k| ≤ π f` with phase-space weight `1 / (2 π)`, for `f ≥ 0`. -/
def thomasFermiEnergy (f : ℝ) : ℝ :=
  ∫ k in (-(π * f))..(π * f), (-2 * Real.cos k) / (2 * π)

/-- The energies `level L j` increase strictly with `j` up to `j = L + 1`. -/
theorem level_lt {L i j : ℕ} (hij : i < j) (hj : j ≤ L + 1) : level L i < level L j := by
  have hL : (0 : ℝ) < L + 1 := by positivity
  have hij' : (i : ℝ) < j := by exact_mod_cast hij
  have hj' : (j : ℝ) ≤ L + 1 := by exact_mod_cast hj
  have h := Real.cos_lt_cos_of_nonneg_of_le_pi (x := π * i / (L + 1)) (y := π * j / (L + 1))
    (by positivity)
    (by rw [div_le_iff₀ hL]; exact mul_le_mul_of_nonneg_left hj' Real.pi_pos.le)
    (by gcongr)
  unfold level
  linarith

/-- The eigenvalues of the open chain, counted with multiplicity, are
`-2 cos (π j / (L + 1))` with `j = 1, ..., L`. -/
theorem charpoly_hamiltonian (L : ℕ) :
    (hamiltonian L).charpoly = ∏ j : Fin L, (X - C (level L ((j : ℕ) + 1))) := by
  have hinj : Function.Injective (fun j : Fin L => level L ((j : ℕ) + 1)) := by
    intro i j h
    have h' : level L ((i : ℕ) + 1) = level L ((j : ℕ) + 1) := h
    have hi := i.isLt
    have hj := j.isLt
    rcases lt_trichotomy (i : ℕ) (j : ℕ) with hlt | heq | hlt
    · have := level_lt (L := L) (i := (i : ℕ) + 1) (j := (j : ℕ) + 1) (by omega) (by omega)
      linarith
    · exact Fin.ext heq
    · have := level_lt (L := L) (i := (j : ℕ) + 1) (j := (i : ℕ) + 1) (by omega) (by omega)
      linarith
  have hroot : ∀ k : Fin L, (X - C (level L ((k : ℕ) + 1))) ∣ (hamiltonian L).charpoly := by
    intro k
    have hk := k.isLt
    have hL : (0 : ℝ) < L + 1 := by positivity
    obtain ⟨θ, hθ⟩ : ∃ θ : ℝ, θ = π * (((k : ℕ) + 1 : ℕ) : ℝ) / (L + 1) := ⟨_, rfl⟩
    have hlev : level L ((k : ℕ) + 1) = -2 * Real.cos θ := by rw [hθ]; rfl
    -- the standing wave: `s 0 = s (L + 1) = 0`, and site `i` carries the amplitude `s (i + 1)`
    obtain ⟨s, hs⟩ : ∃ s : ℕ → ℝ, ∀ m, s m = Real.sin (θ * m) := ⟨_, fun _ => rfl⟩
    have hs0 : s 0 = 0 := by simp [hs]
    have hsL : s (L + 1) = 0 := by
      have h : θ * ((L + 1 : ℕ) : ℝ) = (((k : ℕ) + 1 : ℕ) : ℝ) * π := by
        rw [hθ, Nat.cast_add L 1, Nat.cast_one, div_mul_cancel₀ _ hL.ne', mul_comm]
      rw [hs, h, Real.sin_nat_mul_pi]
    have hs1 : 0 < s 1 := by
      have hkL : (((k : ℕ) + 1 : ℕ) : ℝ) < L + 1 := by exact_mod_cast Nat.succ_lt_succ hk
      rw [hs, Nat.cast_one, mul_one]
      apply Real.sin_pos_of_pos_of_lt_pi
      · rw [hθ]; positivity
      · rw [hθ, div_lt_iff₀ hL]
        exact mul_lt_mul_of_pos_left hkL Real.pi_pos
    have hrec : ∀ m : ℕ, s (m + 1 + 1) + s m = 2 * Real.cos θ * s (m + 1) := by
      intro m
      have a : θ * ((m + 1 + 1 : ℕ) : ℝ) = θ * ((m + 1 : ℕ) : ℝ) + θ := by push_cast; ring
      have b : θ * (m : ℝ) = θ * ((m + 1 : ℕ) : ℝ) - θ := by push_cast; ring
      rw [hs (m + 1 + 1), hs m, hs (m + 1), a, b, Real.sin_add, Real.sin_sub]
      ring
    have hright : ∀ m < L, ∑ j : Fin L,
        (if (j : ℕ) = m + 1 then (-1 : ℝ) else 0) * s ((j : ℕ) + 1) = -s (m + 1 + 1) := by
      intro m hm
      rw [Fin.sum_univ_eq_sum_range
        (fun j => (if j = m + 1 then (-1 : ℝ) else 0) * s (j + 1)) L]
      simp only [ite_mul, zero_mul, Finset.sum_ite_eq', Finset.mem_range]
      split_ifs with h
      · ring
      · have hmL : m + 1 = L := by omega
        rw [hmL, hsL, neg_zero]
    have hleft : ∀ m < L, ∑ j : Fin L,
        (if m = (j : ℕ) + 1 then (-1 : ℝ) else 0) * s ((j : ℕ) + 1) = -s m := by
      intro m hm
      cases m with
      | zero => simp [hs0]
      | succ m =>
        rw [Fin.sum_univ_eq_sum_range
          (fun j => (if m + 1 = j + 1 then (-1 : ℝ) else 0) * s (j + 1)) L]
        simp only [add_left_inj, ite_mul, zero_mul, Finset.sum_ite_eq, Finset.mem_range]
        rw [if_pos (by omega)]
        ring
    have heig : ∀ i : Fin L, (hamiltonian L *ᵥ fun j : Fin L => s ((j : ℕ) + 1)) i
        = level L ((k : ℕ) + 1) * s ((i : ℕ) + 1) := by
      intro i
      change ∑ j : Fin L, ((if (j : ℕ) = (i : ℕ) + 1 then (-1 : ℝ) else 0)
        + (if (i : ℕ) = (j : ℕ) + 1 then (-1 : ℝ) else 0)) * s ((j : ℕ) + 1) = _
      simp only [add_mul, Finset.sum_add_distrib]
      rw [hright i i.isLt, hleft i i.isLt, hlev]
      linear_combination -(hrec i)
    rw [Polynomial.dvd_iff_isRoot, Polynomial.IsRoot.def, Matrix.eval_charpoly,
      ← Matrix.exists_mulVec_eq_zero_iff]
    refine ⟨fun j : Fin L => s ((j : ℕ) + 1), ?_, ?_⟩
    · intro h
      have h0 : s 1 = 0 := congrFun h ⟨0, by omega⟩
      exact hs1.ne' h0
    · ext i
      rw [Matrix.sub_mulVec, Pi.sub_apply, heig i, Matrix.scalar_apply, Matrix.mulVec_diagonal]
      simp
  -- L distinct roots exhaust a monic polynomial of degree L
  refine Polynomial.eq_of_monic_of_dvd_of_natDegree_le
    (Polynomial.monic_prod_of_monic _ _ fun j _ => Polynomial.monic_X_sub_C _)
    (Matrix.charpoly_monic _)
    (Finset.prod_dvd_of_coprime
      (fun i _ j _ hij => Polynomial.pairwise_coprime_X_sub_C hinj hij) fun j _ => hroot j) ?_
  rw [Matrix.charpoly_natDegree_eq_dim, Polynomial.natDegree_prod_of_monic _ _
    fun j _ => Polynomial.monic_X_sub_C _]
  simp

/-- For `N ≤ L`, `fermiSeaEnergy L N` is the least total energy of `N` distinct levels
chosen among the `L` levels of the chain. -/
theorem fermiSeaEnergy_isLeast {L N : ℕ} (hN : N ≤ L) :
    IsLeast {E : ℝ | ∃ S ⊆ Finset.range L, S.card = N ∧ E = ∑ j ∈ S, level L (j + 1)}
      (fermiSeaEnergy L N) := by
  have hR : Finset.range N ⊆ Finset.range L := by
    intro j hj
    rw [Finset.mem_range] at hj ⊢
    omega
  refine ⟨⟨Finset.range N, hR, Finset.card_range N, rfl⟩, ?_⟩
  rintro E ⟨S, hS, hcard, rfl⟩
  have hle : ∀ i j : ℕ, i ≤ j → j ≤ L + 1 → level L i ≤ level L j := by
    intro i j hij hj
    rcases hij.eq_or_lt with rfl | h
    · exact le_rfl
    · exact (level_lt h hj).le
  -- measure every level from `level L N`, the highest occupied one if `N ≥ 1`
  have key : ∑ j ∈ Finset.range L,
        (if j ∈ Finset.range N then level L (j + 1) - level L N else 0)
      ≤ ∑ j ∈ Finset.range L, (if j ∈ S then level L (j + 1) - level L N else 0) := by
    apply Finset.sum_le_sum
    intro j hj
    rw [Finset.mem_range] at hj
    split_ifs with h1 h2 h2
    · exact le_rfl
    · rw [Finset.mem_range] at h1
      linarith [hle (j + 1) N (by omega) (by omega)]
    · rw [Finset.mem_range] at h1
      linarith [hle N (j + 1) (by omega) (by omega)]
    · exact le_rfl
  rw [Finset.sum_ite_mem, Finset.sum_ite_mem, Finset.inter_eq_right.mpr hR,
    Finset.inter_eq_right.mpr hS] at key
  simp only [Finset.sum_sub_distrib, Finset.sum_const, Finset.card_range, hcard] at key
  unfold fermiSeaEnergy
  linarith

/-- The sum of the first `N` levels in closed form. -/
theorem fermiSeaEnergy_eq (L N : ℕ) :
    fermiSeaEnergy L N = 1 - Real.sin ((2 * N + 1) * π / (2 * (L + 1)))
      / Real.sin (π / (2 * (L + 1))) := by
  have hs : 0 < Real.sin (π / (2 * ((L : ℝ) + 1))) := by
    apply Real.sin_pos_of_pos_of_lt_pi (by positivity)
    apply div_lt_self Real.pi_pos
    have : (0 : ℝ) ≤ L := by positivity
    linarith
  induction N with
  | zero => simp [fermiSeaEnergy, hs.ne']
  | succ n ih =>
    have hstep : fermiSeaEnergy L (n + 1) = fermiSeaEnergy L n + level L (n + 1) :=
      Finset.sum_range_succ _ _
    have a : (2 * ((n + 1 : ℕ) : ℝ) + 1) * π / (2 * (L + 1))
        = π * ((n + 1 : ℕ) : ℝ) / (L + 1) + π / (2 * (L + 1)) := by
      push_cast
      field_simp
    have b : (2 * (n : ℝ) + 1) * π / (2 * (L + 1))
        = π * ((n + 1 : ℕ) : ℝ) / (L + 1) - π / (2 * (L + 1)) := by
      push_cast
      field_simp
      ring
    rw [hstep, ih, level, a, b, Real.sin_add, Real.sin_sub, sub_div, add_div,
      mul_div_cancel_right₀ _ hs.ne']
    ring

/-- The Thomas-Fermi energy per site is `-(2 / π) sin (π f)`. -/
theorem thomasFermiEnergy_eq (f : ℝ) :
    thomasFermiEnergy f = -(2 / π) * Real.sin (π * f) := by
  unfold thomasFermiEnergy
  rw [intervalIntegral.integral_div, intervalIntegral.integral_const_mul, integral_cos,
    Real.sin_neg]
  ring

/-- For `0 < x ≤ 1`, the numbers `1 / sin x` and `1 / x` differ by at most `x / 3`. -/
theorem abs_inv_sin_sub_inv_le {x : ℝ} (hx : 0 < x) (hx1 : x ≤ 1) :
    |1 / Real.sin x - 1 / x| ≤ x / 3 := by
  have hs : 0 < Real.sin x :=
    Real.sin_pos_of_pos_of_lt_pi hx (by linarith [Real.pi_gt_three])
  have hlo : x - x ^ 3 / 4 < Real.sin x := by
    have hcube := Real.sin_gt_sub_cube hx
    have hpos : 0 < x ^ 3 := by positivity
    linarith
  have h1 : 1 / x ≤ 1 / Real.sin x := one_div_le_one_div_of_le hs (Real.sin_lt hx).le
  have h2 : 1 / Real.sin x ≤ 1 / x + x / 3 := by
    rw [div_le_iff₀ hs]
    have e : (1 / x + x / 3) * (x - x ^ 3 / 4) = 1 + x ^ 2 * (1 - x ^ 2) / 12 := by
      field_simp
      ring
    have p : 0 ≤ x ^ 2 * (1 - x ^ 2) := mul_nonneg (sq_nonneg x) (by nlinarith)
    have q : (1 / x + x / 3) * (x - x ^ 3 / 4) ≤ (1 / x + x / 3) * Real.sin x :=
      mul_le_mul_of_nonneg_left hlo.le (by positivity)
    linarith
  rw [abs_le]
  constructor <;> linarith

/-- For `L ≥ 1`, the sum of the first `N` levels equals the Thomas-Fermi energy of `L + 1` sites
at filling `(N + 1/2) / (L + 1)`, plus `1`, up to an error of at most `π / (6 (L + 1))`. -/
theorem fermiSeaEnergy_sub_thomasFermi_le {L : ℕ} (hL : 1 ≤ L) (N : ℕ) :
    |fermiSeaEnergy L N - ((L + 1) * thomasFermiEnergy ((N + 1 / 2) / (L + 1)) + 1)|
      ≤ π / (6 * (L + 1)) := by
  have hL' : (1 : ℝ) ≤ L := by exact_mod_cast hL
  have hb := abs_inv_sin_sub_inv_le (x := π / (2 * ((L : ℝ) + 1))) (by positivity)
    (by rw [div_le_one (by positivity)]; linarith [Real.pi_le_four])
  have harg : π * (((N : ℝ) + 1 / 2) / (L + 1)) = (2 * N + 1) * π / (2 * (L + 1)) := by
    field_simp
  have hdiff : fermiSeaEnergy L N
      - ((L + 1) * thomasFermiEnergy ((N + 1 / 2) / (L + 1)) + 1)
      = -(Real.sin ((2 * N + 1) * π / (2 * (L + 1)))
        * (1 / Real.sin (π / (2 * (L + 1))) - 1 / (π / (2 * (L + 1))))) := by
    rw [fermiSeaEnergy_eq, thomasFermiEnergy_eq, harg, one_div_div]
    ring
  rw [hdiff, abs_neg, abs_mul]
  calc _ ≤ 1 * (π / (2 * ((L : ℝ) + 1)) / 3) :=
        mul_le_mul (Real.abs_sin_le_one _) hb (abs_nonneg _) zero_le_one
    _ = π / (6 * (L + 1)) := by
        rw [one_mul, div_div]
        congr 1
        ring

/-- If the chain length `L` tends to infinity and `N / L` tends to `f`, then the sum of the first
`N` levels divided by `L` tends to the Thomas-Fermi energy per site at filling `f`. -/
theorem tendsto_energy_per_site {L N : ℕ → ℕ} {f : ℝ} (hL : Tendsto L atTop atTop)
    (hN : Tendsto (fun n => (N n : ℝ) / L n) atTop (𝓝 f)) :
    Tendsto (fun n => fermiSeaEnergy (L n) (N n) / L n) atTop (𝓝 (thomasFermiEnergy f)) := by
  have hu : Tendsto (fun n => ((L n : ℝ))⁻¹) atTop (𝓝 0) :=
    tendsto_inv_atTop_zero.comp (tendsto_natCast_atTop_atTop.comp hL)
  have hcont : Continuous thomasFermiEnergy := by
    rw [funext thomasFermiEnergy_eq]
    fun_prop
  have hden : Tendsto (fun n => 1 + ((L n : ℝ))⁻¹) atTop (𝓝 1) := by
    simpa using hu.const_add 1
  have hfill : Tendsto (fun n => ((N n : ℝ) / L n + ((L n : ℝ))⁻¹ / 2) / (1 + ((L n : ℝ))⁻¹))
      atTop (𝓝 f) := by
    have h := (hN.add (hu.div_const 2)).div hden one_ne_zero
    simp only [zero_div, add_zero, div_one] at h
    exact h
  have hg : Tendsto (fun n => (1 + ((L n : ℝ))⁻¹) * thomasFermiEnergy
      (((N n : ℝ) / L n + ((L n : ℝ))⁻¹ / 2) / (1 + ((L n : ℝ))⁻¹)) + ((L n : ℝ))⁻¹)
      atTop (𝓝 (thomasFermiEnergy f)) := by
    simpa using (hden.mul ((hcont.tendsto f).comp hfill)).add hu
  -- the finite-size error, divided by L, vanishes
  have hd : Tendsto (fun n => fermiSeaEnergy (L n) (N n) / L n
      - ((1 + ((L n : ℝ))⁻¹) * thomasFermiEnergy
      (((N n : ℝ) / L n + ((L n : ℝ))⁻¹ / 2) / (1 + ((L n : ℝ))⁻¹)) + ((L n : ℝ))⁻¹))
      atTop (𝓝 0) := by
    refine squeeze_zero_norm' ?_ hu
    filter_upwards [hL.eventually_ge_atTop 1] with n hn
    have hl1 : (1 : ℝ) ≤ L n := by exact_mod_cast hn
    have hl : (0 : ℝ) < L n := by linarith
    have hb : |fermiSeaEnergy (L n) (N n)
        - ((L n + 1) * thomasFermiEnergy ((N n + 1 / 2) / (L n + 1)) + 1)| ≤ 1 := by
      refine (fermiSeaEnergy_sub_thomasFermi_le hn (N n)).trans ?_
      rw [div_le_one (by positivity)]
      linarith [Real.pi_le_four]
    have e1 : 1 + ((L n : ℝ))⁻¹ = (L n + 1) / L n := by
      rw [add_div, div_self hl.ne', one_div]
    have e2 : (N n : ℝ) / L n + ((L n : ℝ))⁻¹ / 2 = (N n + 1 / 2) / L n := by ring
    have e3 : fermiSeaEnergy (L n) (N n) / L n - ((L n + 1) / L n
        * thomasFermiEnergy ((N n + 1 / 2) / (L n + 1)) + ((L n : ℝ))⁻¹)
        = (fermiSeaEnergy (L n) (N n)
        - ((L n + 1) * thomasFermiEnergy ((N n + 1 / 2) / (L n + 1)) + 1)) / L n := by
      ring
    rw [e1, e2, div_div_div_cancel_right₀ hl.ne', e3, Real.norm_eq_abs, abs_div,
      abs_of_pos hl, ← one_div]
    gcongr
  simpa using hd.add hg

end

end OpenChainThomasFermi
```

```lean
#print axioms OpenChainThomasFermi.charpoly_hamiltonian
#print axioms OpenChainThomasFermi.fermiSeaEnergy_isLeast
#print axioms OpenChainThomasFermi.tendsto_energy_per_site
```

```
'OpenChainThomasFermi.charpoly_hamiltonian' depends on axioms: [propext, Classical.choice, Quot.sound]
'OpenChainThomasFermi.fermiSeaEnergy_isLeast' depends on axioms: [propext, Classical.choice, Quot.sound]
'OpenChainThomasFermi.tendsto_energy_per_site' depends on axioms: [propext, Classical.choice, Quot.sound]
```

## The chain, its levels and its filling

`hamiltonian L` is the real $L\times L$ matrix with entry $-1$ between nearest neighbours and $0$ elsewhere. Its sites are numbered $i=0,\dots,L-1$, as in `Fin L`. The hopping amplitude sets the unit of energy, and there is no external potential.

`level L j` is the number $\varepsilon_j=-2\cos(\pi j/(L+1))$. The theorem `charpoly_hamiltonian` shows that the characteristic polynomial of the matrix is $\prod_{j=1}^{L}(X-\varepsilon_j)$, so these numbers are its eigenvalues, with multiplicity. Lean's product runs over indices starting at $0$, hence the shift `(j : ℕ) + 1`.

`fermiSeaEnergy L N` is $E_N=\varepsilon_1+\dots+\varepsilon_N$. The Pauli principle enters in `fermiSeaEnergy_isLeast`: for $N\le L$, $E_N$ is the least sum over any set `S` of $N$ distinct levels. The many-body Hamiltonian is not constructed; the energy of non-interacting fermions is taken to be the sum of their occupied levels.

`thomasFermiEnergy f` is the integral described above, written $e_{\rm TF}(f)$ below. In `tendsto_energy_per_site`, `L` and `N` are sequences of natural numbers, with $L\to\infty$ and $N/L\to f$, and the conclusion is $E_N/L\to e_{\rm TF}(f)$. The theorem does not require $N\le L$, but for $N>L$ the chain has no state of $N$ spinless fermions. If $N\le L$ throughout, $E_N$ is the ground-state energy and $f$ lies in $[0,1]$.

Orbital-free methods compute an energy from the density without orbitals, as the Thomas-Fermi energy does. For this non-interacting chain without a potential, the finite-size bound below says that the Thomas-Fermi energy of $L+1$ sites at filling $(N+\tfrac12)/(L+1)$, which equals the average filling $N/L$ of the chain only when $N=L/2$, lies below the orbital sum by $1$, up to an error of at most $\pi/(6(L+1))$, when $L\ge1$.

## Standing waves give all the levels

Fix $j$ with $1\le j\le L$, and put $\theta=\pi j/(L+1)$ and $s_m=\sin(\theta m)$. Then $s_0=0$ and $s_{L+1}=\sin(\pi j)=0$, so the wave vanishes at the fictitious sites just beyond the two ends. The addition formulas give
$$s_{m+2}+s_m=2\cos\theta\,s_{m+1}.$$
Let site $i$ carry the amplitude $s_{i+1}$. Row $i$ of the eigenvalue equation is then
$$-s_{i+2}-s_i=-2\cos\theta\,s_{i+1}=\varepsilon_j s_{i+1},$$
and it also holds at the ends, where the missing neighbour has amplitude zero. The vector is nonzero because $s_1=\sin\theta>0$.

In the proof, `hrec` is the recurrence, `hright` and `hleft` evaluate the two hopping sums, and `heig` combines them. Each $\varepsilon_j$ is thus a root of the characteristic polynomial. Since the cosine decreases strictly on $[0,\pi]$, the levels increase strictly (`level_lt`), and the $L$ roots are distinct. Their linear factors are coprime, so their product divides the characteristic polynomial. Both are monic of degree $L$, hence equal.

## Filling from the bottom costs least

For $N=0$ there is nothing to compare. For $N\ge1$, measure energies from the highest occupied level $\varepsilon_N$. The differences $\varepsilon_j-\varepsilon_N$ are at most zero for $j\le N$ and at least zero for $j>N$. The lowest $N$ levels therefore collect every negative difference and no positive one, so their sum of differences is no larger than that of any other choice. This is `key`, proved term by term. Both choices contain $N$ levels, so the subtracted $N\varepsilon_N$ cancels.

## The sum telescopes

Put $x=\pi/(2(L+1))$, so that $\varepsilon_j=-2\cos(2jx)$ and $\sin x>0$. From
$$2\cos(2jx)\sin x=\sin((2j+1)x)-\sin((2j-1)x)$$
summation over $j=1,\dots,N$ gives
$$E_N=-\frac{\sin((2N+1)x)-\sin x}{\sin x}=1-\frac{\sin((2N+1)x)}{\sin x}.$$
`fermiSeaEnergy_eq` does this by induction on $N$; its equations `a` and `b` write the two sine arguments as $2jx\pm x$ with $j=n+1$.

The Thomas-Fermi integral is elementary:
$$e_{\rm TF}(f)=-\frac1\pi\int_{-\pi f}^{\pi f}\cos k\,dk=-\frac2\pi\sin(\pi f).$$

## The finite-size error and the limit

Since $1/x=2(L+1)/\pi$, the Thomas-Fermi energy of $L+1$ sites at filling $(N+\tfrac12)/(L+1)$ is
$$(L+1)\,e_{\rm TF}\!\left(\frac{N+\frac12}{L+1}\right)=-\frac{\sin((2N+1)x)}{x}.$$
It has the same numerator as the exact sum, with $x$ in place of $\sin x$. Hence
$$E_N-\left[(L+1)\,e_{\rm TF}\!\left(\frac{N+\frac12}{L+1}\right)+1\right]=-\sin((2N+1)x)\left(\frac1{\sin x}-\frac1x\right).$$

To bound the last bracket for $0<x\le1$, use $x-x^3/4<\sin x<x$. The upper bound gives $1/x\le1/\sin x$. The lower bound gives
$$\left(\frac1x+\frac x3\right)\sin x\ \ge\ \left(\frac1x+\frac x3\right)\left(x-\frac{x^3}4\right)=1+\frac{x^2(1-x^2)}{12}\ \ge\ 1,$$
so $1/\sin x\le1/x+x/3$. This is `abs_inv_sin_sub_inv_le`. For $L\ge1$ we have $x\le\pi/4<1$, and the error is at most $x/3=\pi/(6(L+1))$, as `fermiSeaEnergy_sub_thomasFermi_le` states.

Dividing by $L$ gives
$$\frac{E_N}{L}=\left(1+\frac1L\right)e_{\rm TF}\!\left(\frac{N/L+1/(2L)}{1+1/L}\right)+\frac1L+\frac{r}{L},\qquad |r|\le\frac{\pi}{6(L+1)}\le1.$$
The argument of $e_{\rm TF}$ tends to $f$ (`hfill`), and $e_{\rm TF}$ is continuous, so the first term tends to $e_{\rm TF}(f)$. The term $1/L$ vanishes, which completes `hg`, and `hd` shows that $r/L$ vanishes too. Adding the two limits gives $E_N/L\to-(2/\pi)\sin(\pi f)$.
